# For a continuous isotropic function, the radius derivative of a Fermi-ball integral is a surface term

## A sum over occupied momenta, modelled as an integral over a ball

A gas of free electrons at zero temperature fills every momentum up to a Fermi radius $R$, and one wants to know how a total over the occupied states responds when $R$ grows slightly. To state this precisely, one must first choose what the total is. Here it is a Lebesgue integral over a closed ball in $d$-dimensional momentum space,

$$I_g(R)=\int_{\|k\|\le R} g(\|k\|)\,d^dk ,$$

where $g$ is the quantity being added up, a real function of the length of $k$ only. The discrete momenta of a finite box have already been replaced by a continuum.

Let $V$ be the volume of the unit ball in $d$ dimensions. If $d\ge 1$, $g$ is continuous on $[0,\infty)$ and $R>0$, then

$$I_g'(R)=d\,V\,R^{d-1}\,g(R).$$

The factor $d\,V\,R^{d-1}$ is the area of the Fermi sphere. In one dimension $V=2$ and the "sphere" is the pair of points $\pm R$, so the derivative is $2g(R)$.

## Shells, then the fundamental theorem

A ball of radius $r$ has volume $Vr^d$, so the shell between $r$ and $r+dr$ has volume $d\,V\,r^{d-1}dr$. The integrand is constant on each shell, which gives

$$I_g(R)=d\,V\int_0^R r^{d-1}g(r)\,dr .$$

The function $r^{d-1}g(r)$ is continuous, so the derivative of the integral with respect to its upper limit is the integrand at $R$. This gives the formula above. For $d=3$ we have $V=4\pi/3$, and the derivative becomes $4\pi R^2g(R)$.

## The Fermi energy as the variable

Take free electrons with energy $\|k\|^2/2$, in units where $\hbar$ and the electron mass are 1. The states with energy at most $E>0$ fill the ball of radius $R=\sqrt{2E}$, and $dR/dE=1/\sqrt{2E}$. By the chain rule,

$$\frac{d}{dE}\int_{\|k\|^2/2\le E} g(\|k\|)\,d^dk=\frac{d\,V\,(\sqrt{2E})^{d-1}\,g(\sqrt{2E})}{\sqrt{2E}} .$$

With $g=1$ this is the free-electron density of states, up to the constant that counts states per unit of momentum-space volume.

## The density as the variable

Call that constant $c$: the number of states per unit volume of momentum space and per unit volume of real space. A large periodic box with two spin states has $c=2/(2\pi)^d$. At particle density $n>0$ the Fermi radius is

$$k_F(n)=\left(\frac{n}{cV}\right)^{1/d},$$

because the filled ball then holds $c\,V\,k_F^d=n$ particles per unit volume. Differentiating this count with respect to $n$ gives

$$c\,d\,V\,k_F^{d-1}\,k_F'(n)=1 .$$

Let $\varepsilon(\|k\|)$ be a continuous dispersion that does not itself depend on $n$. The energy density is $u(n)=c\,I_\varepsilon(k_F(n))$, and

$$u'(n)=c\,d\,V\,k_F^{d-1}\,\varepsilon(k_F)\,k_F'(n)=\varepsilon(k_F(n)).$$

The factor that multiplies $\varepsilon(k_F)$ is the one that the count has just fixed to be 1.

## Radius 1 in three dimensions

Take $d=3$ and $g(k)=k^2/2$. The shell formula gives $I_g(R)=4\pi\int_0^R r^4/2\,dr=2\pi R^5/5$, whose derivative at $R=1$ is $2\pi$. The surface formula gives $4\pi\cdot 1\cdot\tfrac12=2\pi$ as well. Enlarging the radius from 1 to 1.01 raises the integral by $(2\pi/5)(1.01^5-1)\approx 0.0641$, while the surface term alone predicts $2\pi\cdot 0.01\approx 0.0628$. The 2% difference comes from the finite thickness of the shell.

With two spin states, $c=1/(4\pi^3)$. At $k_F=1$ the density is $n=1/(3\pi^2)$ and the energy density is $u=1/(10\pi^2)$, so $u/n=3/10$. Since $u$ is proportional to $n^{5/3}$, its derivative is $\tfrac53\cdot\tfrac3{10}=\tfrac12$, the energy of an electron at the Fermi radius.

## The same derivative in a Thomas–Fermi calculation

Thomas–Fermi theory assigns to each point of an inhomogeneous system the kinetic energy density $u(n)$ of a non-interacting uniform gas at the local density. Minimising the total energy at fixed particle number requires $u'(n)$ at every point. With $\varepsilon(k)=k^2/2$, $d=3$ and $c=1/(4\pi^3)$, the result above supplies it as $k_F^2/2=\tfrac12(3\pi^2n)^{2/3}$. Where the density is positive, the equation to solve is then $\tfrac12(3\pi^2n)^{2/3}+v=\mu$, with $v$ the effective potential at that point and $\mu$ the chemical potential.

## The Lean statements in words

Momentum space is `EuclideanSpace ℝ (Fin d)`, real $d$-tuples with the usual length. `unitBallVolume d` is $V$, defined as the measure of the unit ball and not by a formula with Gamma functions. `fermiIntegral d g R` is $I_g(R)$. It is not the same function as the Fermi–Dirac integrals of semiconductor physics, which often carry the same name but describe a smooth thermal occupation instead of a sharply filled ball. `fermiRadius d c n` is $k_F(n)$.

The main theorem is `hasDerivAt_fermiIntegral`. Its conclusion, `HasDerivAt`, says that the function is differentiable at $R$, from both sides, with the stated derivative. The hypothesis `ContinuousOn g (Ici 0)` is continuity on $[0,\infty)$; the values of `g` at negative arguments play no role. The condition $R>0$ cannot be relaxed to $R\ge 0$: for $d=1$ and $g=1$ the integral is $2R$ for $R\ge0$ and zero for $R<0$, where the ball is empty, so there is a kink at the origin.

Two names need care. `hasDerivAt_fermiEnergy` differentiates with respect to the Fermi energy. `chemicalPotential_eq` defines no separate chemical potential; it states that $u$ has derivative $\varepsilon(k_F(n))$ at every $n>0$.

What remains for physics is to identify the ground state of a large system of non-interacting electrons with a filled ball of uniform state density $c$. This needs the continuum limit and a dispersion that puts the lowest energies inside the ball, as an increasing $\varepsilon$ does. The theorem on the energy density assumes only continuity, so for other dispersions it still describes a filled ball, though perhaps not the ground state. Angle-dependent integrands and dispersions that change with the density lie beyond these statements.

## The complete Lean file

```lean
import Mathlib

open MeasureTheory Set Metric Filter Topology

noncomputable section

namespace FermiSurfaceDerivative

/-- The volume of the unit ball in `d`-dimensional momentum space. -/
def unitBallVolume (d : ℕ) : ℝ :=
  volume.real (ball (0 : EuclideanSpace ℝ (Fin d)) 1)

/-- The integral of the isotropic quantity `g(‖k‖)` over the Fermi ball of radius `R`. -/
def fermiIntegral (d : ℕ) (g : ℝ → ℝ) (R : ℝ) : ℝ :=
  ∫ k in closedBall (0 : EuclideanSpace ℝ (Fin d)) R, g ‖k‖

/-- The Fermi radius at particle density `n`, with `c` states per unit volume of momentum space and
per unit volume of real space; meant for `d ≥ 1`, `c > 0` and `n ≥ 0`. -/
def fermiRadius (d : ℕ) (c n : ℝ) : ℝ :=
  (n / (c * unitBallVolume d)) ^ ((d : ℝ)⁻¹)

/-- The unit ball of momentum space has positive volume. -/
theorem unitBallVolume_pos (d : ℕ) : 0 < unitBallVolume d :=
  ENNReal.toReal_pos (measure_ball_pos volume _ one_pos).ne' measure_ball_lt_top.ne

/-- In dimension `d ≥ 1` and for `R ≥ 0`, the integral over the Fermi ball is a radial
integral over spherical shells. -/
theorem fermiIntegral_eq_radial {d : ℕ} (hd : 1 ≤ d) (g : ℝ → ℝ) {R : ℝ} (hR : 0 ≤ R) :
    fermiIntegral d g R =
      d * unitBallVolume d * ∫ r in (0 : ℝ)..R, r ^ (d - 1) * g r := by
  have : Nontrivial (EuclideanSpace ℝ (Fin d)) :=
    Module.nontrivial_of_finrank_pos (R := ℝ) (by rw [finrank_euclideanSpace_fin]; omega)
  -- the sharp Fermi edge becomes a cutoff in the radial variable
  have h1 : (closedBall (0 : EuclideanSpace ℝ (Fin d)) R).indicator (fun k => g ‖k‖)
      = fun k => (Iic R).indicator g ‖k‖ := by
    ext k
    simp [Set.indicator]
  have h2 : ∀ y : ℝ, y ^ (d - 1) • (Iic R).indicator g y
      = (Iic R).indicator (fun r => r ^ (d - 1) * g r) y := by
    intro y
    by_cases h : y ≤ R <;> simp [Set.indicator, h]
  rw [fermiIntegral, ← integral_indicator measurableSet_closedBall, h1,
    integral_fun_norm_addHaar volume ((Iic R).indicator g), finrank_euclideanSpace_fin]
  simp only [h2]
  rw [setIntegral_indicator measurableSet_Iic, Ioi_inter_Iic,
    intervalIntegral.integral_of_le hR, nsmul_eq_mul, smul_eq_mul, unitBallVolume, mul_assoc]

/-- Fermi-surface derivative: for `d ≥ 1`, `g` continuous on `[0, ∞)` and `R > 0`, the
integral of `g(‖k‖)` over the Fermi ball changes with the radius at the rate
`d V R^(d-1) g(R)`, where `V` is the unit-ball volume. -/
theorem hasDerivAt_fermiIntegral {d : ℕ} (hd : 1 ≤ d) {g : ℝ → ℝ}
    (hg : ContinuousOn g (Ici 0)) {R : ℝ} (hR : 0 < R) :
    HasDerivAt (fermiIntegral d g) (d * unitBallVolume d * R ^ (d - 1) * g R) R := by
  have hc : ContinuousOn (fun r : ℝ => r ^ (d - 1) * g r) (Ici 0) :=
    (continuous_pow (d - 1)).continuousOn.mul hg
  have hint : IntervalIntegrable (fun r : ℝ => r ^ (d - 1) * g r) volume 0 R := by
    apply ContinuousOn.intervalIntegrable
    rw [uIcc_of_le hR.le]
    exact hc.mono fun x hx => hx.1
  -- fundamental theorem of calculus for the radial integral
  have hF := intervalIntegral.integral_hasDerivAt_right hint
    (ContinuousOn.stronglyMeasurableAtFilter isOpen_Ioi
      (hc.mono Ioi_subset_Ici_self) R hR)
    (hc.continuousAt (Ici_mem_nhds hR))
  have hev : fermiIntegral d g =ᶠ[𝓝 R]
      fun x => d * unitBallVolume d * ∫ r in (0 : ℝ)..x, r ^ (d - 1) * g r := by
    filter_upwards [Ioi_mem_nhds hR] with x hx
    exact fermiIntegral_eq_radial hd g (le_of_lt hx)
  exact ((hF.const_mul (d * unitBallVolume d)).congr_of_eventuallyEq hev).congr_deriv
    (by ring)

/-- In three dimensions, for `g` continuous on `[0, ∞)` and `R > 0`, the derivative is the
area `4πR²` of the Fermi sphere times `g(R)`. -/
theorem hasDerivAt_fermiIntegral_three {g : ℝ → ℝ} (hg : ContinuousOn g (Ici 0))
    {R : ℝ} (hR : 0 < R) :
    HasDerivAt (fermiIntegral 3 g) (4 * Real.pi * R ^ 2 * g R) R := by
  have hV : unitBallVolume 3 = Real.pi * 4 / 3 := by
    rw [unitBallVolume, measureReal_def, EuclideanSpace.volume_ball_fin_three,
      ENNReal.toReal_mul, ENNReal.toReal_pow, ENNReal.toReal_ofReal zero_le_one,
      ENNReal.toReal_ofReal (by positivity)]
    ring
  refine (hasDerivAt_fermiIntegral (d := 3) (by norm_num) hg hR).congr_deriv ?_
  rw [hV, show 3 - 1 = 2 from rfl, Nat.cast_ofNat]
  ring

/-- For free electrons with energy `‖k‖²/2`, `d ≥ 1`, `g` continuous on `[0, ∞)` and Fermi
energy `E > 0`, this is the derivative with respect to `E` of the integral of `g(‖k‖)` over
all momenta with energy at most `E`. -/
theorem hasDerivAt_fermiEnergy {d : ℕ} (hd : 1 ≤ d) {g : ℝ → ℝ}
    (hg : ContinuousOn g (Ici 0)) {E : ℝ} (hE : 0 < E) :
    HasDerivAt (fun e => ∫ k in {k : EuclideanSpace ℝ (Fin d) | ‖k‖ ^ 2 / 2 ≤ e}, g ‖k‖)
      (d * unitBallVolume d * √(2 * E) ^ (d - 1) * g √(2 * E) / √(2 * E)) E := by
  have hs : 0 < √(2 * E) := Real.sqrt_pos.mpr (by positivity)
  have h0 : HasDerivAt (fun e : ℝ => 2 * e) 2 E := by
    simpa using (hasDerivAt_id' E).const_mul (2 : ℝ)
  have h1 := HasDerivAt.comp E (hasDerivAt_fermiIntegral hd hg hs)
    (h0.sqrt (by positivity))
  refine (h1.congr_of_eventuallyEq ?_).congr_deriv (by field_simp)
  filter_upwards [Ioi_mem_nhds hE] with e he
  have he' : 0 < e := he
  -- the states below energy `e` fill the ball of radius `√(2e)`
  have hset : {k : EuclideanSpace ℝ (Fin d) | ‖k‖ ^ 2 / 2 ≤ e}
      = closedBall 0 √(2 * e) := by
    ext k
    have hq : √(2 * e) ^ 2 = 2 * e := Real.sq_sqrt (by positivity)
    have hp := Real.sqrt_nonneg (2 * e)
    have hk := norm_nonneg k
    simp only [mem_ofPred_eq, mem_closedBall_zero_iff]
    constructor
    · intro h
      by_contra hlt
      have hlt' := not_le.mp hlt
      nlinarith
    · intro h
      nlinarith
  show _ = fermiIntegral d g √(2 * e)
  rw [fermiIntegral, hset]

/-- For `d ≥ 1`, `c > 0` and `n ≥ 0`, the Fermi ball of radius `fermiRadius d c n`, with `c` states
per unit volume of momentum space and per unit volume of real space, holds exactly the density `n`.
-/
theorem fermiRadius_count {d : ℕ} (hd : 1 ≤ d) {c n : ℝ} (hc : 0 < c) (hn : 0 ≤ n) :
    c * fermiIntegral d (fun _ => 1) (fermiRadius d c n) = n := by
  have hV := unitBallVolume_pos d
  have hx : 0 ≤ n / (c * unitBallVolume d) := by positivity
  have hr : 0 ≤ fermiRadius d c n := Real.rpow_nonneg hx _
  have hpow : fermiRadius d c n ^ d = n / (c * unitBallVolume d) :=
    Real.rpow_inv_natCast_pow hx (by omega)
  have hd0 : (d : ℝ) ≠ 0 := by
    have : d ≠ 0 := by omega
    exact_mod_cast this
  have hI : ∫ r in (0 : ℝ)..fermiRadius d c n, r ^ (d - 1) * (1 : ℝ)
      = fermiRadius d c n ^ d / d := by
    simp only [mul_one]
    rw [integral_pow, Nat.sub_add_cancel hd, zero_pow (by omega), sub_zero,
      Nat.cast_sub hd, Nat.cast_one, sub_add_cancel]
  rw [fermiIntegral_eq_radial hd _ hr, hI, hpow]
  field_simp

/-- For `d ≥ 1`, `c > 0` states per unit volume of momentum space and per unit volume of real space,
density `n > 0` and a dispersion `ε(‖k‖)` continuous on `[0, ∞)`, the derivative of the energy
density of the filled Fermi ball with respect to `n` is the single-particle energy at the Fermi
radius. -/
theorem chemicalPotential_eq {d : ℕ} (hd : 1 ≤ d) {ε : ℝ → ℝ}
    (hε : ContinuousOn ε (Ici 0)) {c n : ℝ} (hc : 0 < c) (hn : 0 < n) :
    HasDerivAt (fun m => c * fermiIntegral d ε (fermiRadius d c m))
      (ε (fermiRadius d c n)) n := by
  have hV := unitBallVolume_pos d
  have hx : 0 < n / (c * unitBallVolume d) := by positivity
  have hr : 0 < fermiRadius d c n := Real.rpow_pos_of_pos hx _
  have hk : DifferentiableAt ℝ (fermiRadius d c) n :=
    (((hasDerivAt_id' n).div_const (c * unitBallVolume d)).rpow_const
      (p := (d : ℝ)⁻¹) (Or.inl hx.ne')).differentiableAt
  -- differentiating the particle count fixes the rate at which the radius grows
  have h1 := (HasDerivAt.comp n (hasDerivAt_fermiIntegral hd
    (g := fun _ => 1) continuousOn_const hr) hk.hasDerivAt).const_mul c
  have h2 : HasDerivAt
      (fun m => c * (fermiIntegral d (fun _ => 1) ∘ fermiRadius d c) m) 1 n := by
    refine (hasDerivAt_id' n).congr_of_eventuallyEq ?_
    filter_upwards [Ioi_mem_nhds hn] with m hm
    exact fermiRadius_count hd hc (le_of_lt hm)
  have hrate := h1.unique h2
  have h3 := (HasDerivAt.comp n (hasDerivAt_fermiIntegral hd hε hr)
    hk.hasDerivAt).const_mul c
  exact h3.congr_deriv (by linear_combination ε (fermiRadius d c n) * hrate)

end FermiSurfaceDerivative
```

```lean
#print axioms FermiSurfaceDerivative.hasDerivAt_fermiIntegral
#print axioms FermiSurfaceDerivative.hasDerivAt_fermiIntegral_three
#print axioms FermiSurfaceDerivative.hasDerivAt_fermiEnergy
#print axioms FermiSurfaceDerivative.chemicalPotential_eq
```

```
'FermiSurfaceDerivative.hasDerivAt_fermiIntegral' depends on axioms: [propext, Classical.choice, Quot.sound]
'FermiSurfaceDerivative.hasDerivAt_fermiIntegral_three' depends on axioms: [propext, Classical.choice, Quot.sound]
'FermiSurfaceDerivative.hasDerivAt_fermiEnergy' depends on axioms: [propext, Classical.choice, Quot.sound]
'FermiSurfaceDerivative.chemicalPotential_eq' depends on axioms: [propext, Classical.choice, Quot.sound]
```

## From the ball to the radial integral

`unitBallVolume_pos` records that $V>0$, since the unit ball has positive and finite measure. It is used later, when the proofs divide by $cV$.

`fermiIntegral_eq_radial` is the shell formula. The Mathlib result `integral_fun_norm_addHaar` performs the change to polar coordinates, but for integrals over the whole space. The proof therefore first writes the ball integral as a full-space integral of a function that vanishes outside the ball. `h1` turns this cutoff in $k$ into a cutoff in the radius, and `h2` moves the cutoff past the factor $r^{d-1}$. Intersecting $r>0$ with $r\le R$ then leaves the integral from 0 to $R$. The assumption $d\ge1$ enters because the polar-coordinate result needs a space with more than one point.

## Differentiating at the Fermi surface

In `hasDerivAt_fermiIntegral`, `hc` is the continuity of $r^{d-1}g(r)$ and `hint` its integrability on $[0,R]$. The step `hF` is the fundamental theorem of calculus at the upper limit. The shell formula holds only for non-negative radii, whereas a derivative needs a full neighbourhood of $R$. Since $R>0$, all nearby radii are positive too, and `hev` states that the two functions agree there. The derivative then carries over.

`hasDerivAt_fermiIntegral_three` inserts Mathlib's value for the volume of a three-dimensional ball and simplifies the constants.

## The two changes of variable

`hasDerivAt_fermiEnergy` composes the main theorem with $e\mapsto\sqrt{2e}$. The part that is usually passed over in silence is `hset`: the condition $\|k\|^2/2\le e$ describes exactly the closed ball of radius $\sqrt{2e}$. Each inclusion is a short argument with squares of non-negative numbers, closed by `nlinarith`.

`fermiRadius_count` proves $c\,I_1(k_F(n))=n$ for $n\ge0$, where $I_1$ is the integral with $g=1$. It evaluates $\int_0^{k_F}r^{d-1}dr=k_F^d/d$ and uses $k_F^d=n/(cV)$.

`chemicalPotential_eq` follows the derivation above and never computes $k_F'(n)$ explicitly. `hk` shows only that the radius is differentiable. `h1` differentiates the particle count by the chain rule, and `h2` differentiates it again using the fact that the count equals the density, which gives 1. A function has at most one derivative at a point, so `hrate` equates the two results. `h3` is the chain rule for the energy density, and the final `linear_combination` multiplies `hrate` by $\varepsilon(k_F(n))$ to obtain the claimed value.
